# Spectral resolution of the Hückel Hamiltonian of benzene into four projectors

The Hückel model of benzene is a one-electron model with one orbital on each of six sites, the orbitals being taken as orthonormal, and equal nearest-neighbour hopping β < 0 around the ring. With energies measured from the common on-site energy and in units of |β|, the Hamiltonian is H = −A, where A is the adjacency matrix of the ring. The theorem states that four explicit real matrices, one for each of the levels −2, −1, 1 and 2, are symmetric, mutually orthogonal projectors that add up to the identity, and that H is their sum weighted with the levels. The entries of each projector are integers divided by six, and they depend only on the position difference on the ring. The attempt therefore has Lean check integer identities by evaluation, casts them to the reals and derives the matrix statements entry by entry.

The first attempt, which Lean rejects:

```lean
import Mathlib

namespace BenzeneResolution

noncomputable section

variable {ι n : Type*} [Fintype ι] [DecidableEq ι] [Fintype n] [DecidableEq n]

/-- The sum of the matrices `P k` with weights `c k`. -/
def spectralSum (P : ι → Matrix n n ℝ) (c : ι → ℝ) : Matrix n n ℝ := ∑ k, c k • P k

/-- The `P k` are symmetric, mutually orthogonal projectors that add up to the identity, and `H`
is their sum weighted with the energies `ε k`. -/
structure IsSpectralResolution (H : Matrix n n ℝ) (ε : ι → ℝ) (P : ι → Matrix n n ℝ) : Prop where
  symm : ∀ k r s, P k r s = P k s r
  mul : ∀ k l, P k * P l = if k = l then P k else 0
  complete : ∑ k, P k = 1
  decomp : H = spectralSum P ε

/-- The adjacency matrix of the six-ring. -/
def ringAdjacency : Matrix (Fin 6) (Fin 6) ℤ :=
  Matrix.of fun r s => if s = r + 1 ∨ r = s + 1 then 1 else 0

/-- The Hueckel Hamiltonian `H = -A` of benzene. -/
def benzeneH : Matrix (Fin 6) (Fin 6) ℝ := -(ringAdjacency.map (Int.cast : ℤ → ℝ))

/-- The four levels -2, -1, 1, 2. -/
def benzeneLevel : Fin 4 → ℤ := ![-2, -1, 1, 2]

/-- Six times the projector entries, by level and by the position difference on the ring. -/
def ringCoeff : Fin 4 → Fin 6 → ℤ :=
  ![![1, 1, 1, 1, 1, 1], ![2, 1, -1, -2, -1, 1], ![2, -1, -1, 2, -1, -1], ![1, -1, 1, -1, 1, -1]]

/-- The projector matrices of benzene, one for each level. -/
def benzeneP (k : Fin 4) : Matrix (Fin 6) (Fin 6) ℝ :=
  Matrix.of fun r s => (ringCoeff k (r - s) : ℝ) / 6

/-- The four explicit matrices are the spectral projectors of benzene for -2, -1, 1, 2. -/
theorem benzene_resolution :
    IsSpectralResolution benzeneH (fun k => (benzeneLevel k : ℝ)) benzeneP := by
  -- integer identities on the ring, checked by evaluation
  have h1 : ∀ k r s, ringCoeff k (r - s) = ringCoeff k (s - r) := by decide +kernel
  have h2 : ∀ k l r s, ∑ m, ringCoeff k (r - m) * ringCoeff l (m - s) =
      if k = l then 6 * ringCoeff k (r - s) else 0 := by decide +kernel
  have h3 : ∀ r s : Fin 6, ∑ k, ringCoeff k (r - s) = if r = s then 6 else 0 := by
    decide +kernel
  have h4 : ∀ k r s, ∑ m, ringAdjacency r m * ringCoeff k (m - s) =
      -benzeneLevel k * ringCoeff k (r - s) := by decide +kernel
  refine ⟨fun k r s => ?_, fun k l => ?_, ?_, fun k => ?_⟩
  · simp only [benzeneP, Matrix.of_apply, h1 k r s]
  · ext r s
    have e := congrArg (Int.cast : ℤ → ℝ) (h2 k l r s)
    push_cast at e
    simp only [Matrix.mul_apply, benzeneP, Matrix.of_apply, div_mul_div_comm, ← Finset.sum_div]
    rw [e]
    split_ifs
    · simp only [benzeneP, Matrix.of_apply]; ring
    · simp
  · ext r s
    have e := congrArg (Int.cast : ℤ → ℝ) (h3 r s)
    push_cast at e
    simp only [Matrix.sum_apply, benzeneP, Matrix.of_apply, ← Finset.sum_div, Matrix.one_apply]
    rw [e]
    split_ifs <;> norm_num
  · ext r s
    have e := congrArg (Int.cast : ℤ → ℝ) (h4 k r s)
    push_cast at e
    simp only [benzeneH, Matrix.neg_mul, Matrix.neg_apply, Matrix.mul_apply, Matrix.map_apply,
      Matrix.smul_apply, smul_eq_mul, benzeneP, Matrix.of_apply, ← mul_div_assoc,
      ← Finset.sum_div]
    rw [e]
    ring

end

end BenzeneResolution
```

The error:

```
Main.lean:49:46: error: Application type mismatch: The argument
  fun k => ?m.144
has type
  (k : ?m.142) → ?m.145 k
but is expected to have type
  benzeneH = spectralSum benzeneP fun k => ↑(benzeneLevel k)
in the application
  { symm := fun k r s => ?m.135, mul := fun k l => ?m.139, complete := ?m.141, decomp := fun k => ?m.144 }
```

What went wrong. The error is in the fourth component given to `refine`. The field `decomp` is a single matrix equation, `H = spectralSum P ε`, in which the levels are already summed over. The attempt offers `fun k => ?_`, which could only prove a statement for every `k`, and Lean rejects a function where an equation is expected. The repair puts a plain `?_` there.

The old `h4` was made for such a level-by-level statement: it says that A times each projector is minus the level times that projector, which is the eigenvalue equation for H. The new `h4` sums over the levels instead and gives −6 times the adjacency entry, which is the required decomposition multiplied by six.

The last bullet changes accordingly. `h4` no longer takes `k`, `simp only` now unfolds `spectralSum` and takes entries of the sum with `Matrix.sum_apply`, and `linear_combination (-1 / 6) * e` supplies the factor and sign that relate `e` to the goal.

Dropping `benzeneP` from the `simp only` in the product bullet is mere tidying, since an earlier `simp only` has already unfolded it.

This version goes through:

```diff
@@ -45,7 +45,7 @@
   have h3 : ∀ r s : Fin 6, ∑ k, ringCoeff k (r - s) = if r = s then 6 else 0 := by
     decide +kernel
-  have h4 : ∀ k r s, ∑ m, ringAdjacency r m * ringCoeff k (m - s) =
-      -benzeneLevel k * ringCoeff k (r - s) := by decide +kernel
-  refine ⟨fun k r s => ?_, fun k l => ?_, ?_, fun k => ?_⟩
+  have h4 : ∀ r s, ∑ k, benzeneLevel k * ringCoeff k (r - s) = -6 * ringAdjacency r s := by
+    decide +kernel
+  refine ⟨fun k r s => ?_, fun k l => ?_, ?_, ?_⟩
   · simp only [benzeneP, Matrix.of_apply, h1 k r s]
   · ext r s
@@ -55,5 +55,5 @@
     rw [e]
     split_ifs
-    · simp only [benzeneP, Matrix.of_apply]; ring
+    · simp only [Matrix.of_apply]; ring
     · simp
   · ext r s
@@ -64,11 +64,10 @@
     split_ifs <;> norm_num
   · ext r s
-    have e := congrArg (Int.cast : ℤ → ℝ) (h4 k r s)
+    have e := congrArg (Int.cast : ℤ → ℝ) (h4 r s)
     push_cast at e
-    simp only [benzeneH, Matrix.neg_mul, Matrix.neg_apply, Matrix.mul_apply, Matrix.map_apply,
+    simp only [benzeneH, spectralSum, Matrix.neg_apply, Matrix.map_apply, Matrix.sum_apply,
       Matrix.smul_apply, smul_eq_mul, benzeneP, Matrix.of_apply, ← mul_div_assoc,
       ← Finset.sum_div]
-    rw [e]
-    ring
+    linear_combination (-1 / 6) * e
 
 end
```
